# The Expected Length of a Sliced Free Imaginary-Time Path Diverges as the Number of Slices Grows

A free imaginary-time path in one dimension is represented here by its $P$ increments, taken as independent centred Gaussians of variance $t/(mP)$, with a fixed starting point and a free end. For mass $m>0$ and imaginary time $t>0$, in units with $\hbar=1$, its expected length is $\sqrt{2Pt/(\pi m)}$, which tends to infinity with $P$.

```lean
import Mathlib

open MeasureTheory ProbabilityTheory Filter
open scoped Real NNReal

namespace FreePathRoughness

noncomputable section

/-- The joint law of the `P` independent increments of a free imaginary-time path:
centred Gaussians of variance `t / (m P)`, in units with `ħ = 1`. -/
def incrementLaw (m t : ℝ) (P : ℕ) : Measure (Fin P → ℝ) :=
  Measure.pi fun _ => gaussianReal 0 (t / (m * P)).toNNReal

/-- The position of bead `k`: the starting point plus the first `k` increments. -/
def bead {P : ℕ} (x₀ : ℝ) (ξ : Fin P → ℝ) (k : ℕ) : ℝ :=
  x₀ + ∑ i : Fin P, if i.val < k then ξ i else 0

/-- The length of the sliced path: the sum of distances between successive beads. -/
def pathLength {P : ℕ} (x₀ : ℝ) (ξ : Fin P → ℝ) : ℝ :=
  ∑ k : Fin P, |bead x₀ ξ (k.val + 1) - bead x₀ ξ k.val|

/-- The displacement between successive beads is the corresponding increment. -/
theorem bead_step {P : ℕ} (x₀ : ℝ) (ξ : Fin P → ℝ) (k : Fin P) :
    bead x₀ ξ (k.val + 1) - bead x₀ ξ k.val = ξ k := by
  unfold bead
  rw [add_sub_add_left_eq_sub, ← Finset.sum_sub_distrib, Finset.sum_eq_single k]
  · simp
  · intro i _ hi
    have hne : i.val ≠ k.val := fun h => hi (Fin.ext h)
    by_cases h : i.val < k.val
    · have h2 : i.val < k.val + 1 := by omega
      rw [if_pos h, if_pos h2, sub_self]
    · have h2 : ¬ i.val < k.val + 1 := by omega
      rw [if_neg h, if_neg h2, sub_self]
  · intro h
    exact absurd (Finset.mem_univ k) h

/-- The mean absolute value of a centred Gaussian of variance `v` is `√(2v/π)`. -/
theorem gaussian_mean_abs (v : ℝ≥0) :
    ∫ x, |x| ∂(gaussianReal 0 v) = Real.sqrt (2 * v / π) := by
  by_cases hv : v = 0
  · subst hv
    simp [gaussianReal_zero_var]
  have hv' : 0 < (v : ℝ) := NNReal.coe_pos.2 (pos_iff_ne_zero.2 hv)
  have hb : 0 < 1 / (2 * (v : ℝ)) := by positivity
  -- the half-line integral, taken from its complex version
  have half : ∫ r in Set.Ioi (0 : ℝ), r * Real.exp (-(1 / (2 * (v : ℝ))) * r ^ 2)
      = (2 * (1 / (2 * (v : ℝ))))⁻¹ := by
    have h := integral_mul_cexp_neg_mul_sq (b := ((1 / (2 * (v : ℝ)) : ℝ) : ℂ))
      (by rw [Complex.ofReal_re]; exact hb)
    apply Complex.ofReal_injective
    rw [← integral_complex_ofReal]
    push_cast at h ⊢
    exact h
  have habs : ∫ x : ℝ, |x| * Real.exp (-(1 / (2 * (v : ℝ))) * |x| ^ 2)
      = 2 * ∫ r in Set.Ioi (0 : ℝ), r * Real.exp (-(1 / (2 * (v : ℝ))) * r ^ 2) :=
    integral_comp_abs (f := fun r => r * Real.exp (-(1 / (2 * (v : ℝ))) * r ^ 2))
  have hpdf : ∀ x : ℝ, gaussianPDFReal 0 v x • |x| = (Real.sqrt (2 * π * v))⁻¹ *
      (|x| * Real.exp (-(1 / (2 * (v : ℝ))) * |x| ^ 2)) := by
    intro x
    have he : -x ^ 2 / (2 * (v : ℝ)) = -(1 / (2 * (v : ℝ))) * x ^ 2 := by ring
    simp only [gaussianPDFReal, sq_abs, smul_eq_mul, sub_zero]
    rw [he]
    ring
  rw [integral_gaussianReal_eq_integral_smul hv, integral_congr_ae (ae_of_all _ hpdf),
    integral_const_mul, habs, half]
  have hi : (2 * (1 / (2 * (v : ℝ))))⁻¹ = v := by field_simp
  have hs : 2 * (v : ℝ) / π = ((Real.sqrt (2 * π * v))⁻¹ * (2 * v)) ^ 2 := by
    rw [mul_pow, inv_pow, Real.sq_sqrt (by positivity)]
    field_simp
  rw [hi, hs, Real.sqrt_sq (by positivity)]

/-- The second moment of a centred Gaussian is its variance. -/
theorem gaussian_mean_sq (v : ℝ≥0) : ∫ x, x ^ 2 ∂(gaussianReal 0 v) = v := by
  have h := variance_of_integral_eq_zero (μ := gaussianReal 0 v) (X := fun x : ℝ => x)
    measurable_id.aemeasurable integral_id_gaussianReal
  have h2 : variance (fun x : ℝ => x) (gaussianReal 0 v) = v := variance_id_gaussianReal
  exact h.symm.trans h2

/-- The expectation of a sum of one continuous, integrable function of each increment is
`P` times its one-dimensional Gaussian expectation. -/
theorem expected_sum (m t : ℝ) (P : ℕ) (f : ℝ → ℝ) (hf : Continuous f)
    (hi : Integrable f (gaussianReal 0 (t / (m * P)).toNNReal)) :
    ∫ ξ, ∑ k, f (ξ k) ∂(incrementLaw m t P)
      = P * ∫ x, f x ∂(gaussianReal 0 (t / (m * P)).toNNReal) := by
  have hm := fun k : Fin P =>
    measurePreserving_eval (fun _ : Fin P => gaussianReal 0 (t / (m * P)).toNNReal) k
  have hone : ∀ k : Fin P, ∫ ξ, f (ξ k) ∂(incrementLaw m t P)
      = ∫ x, f x ∂(gaussianReal 0 (t / (m * P)).toNNReal) := by
    intro k
    have h := integral_map (μ := Measure.pi fun _ : Fin P =>
      gaussianReal 0 (t / (m * P)).toNNReal)
      (hm k).measurable.aemeasurable (f := f) hf.aestronglyMeasurable
    rw [(hm k).map_eq] at h
    exact h.symm
  have hint : ∀ k : Fin P, Integrable (fun ξ : Fin P → ℝ => f (ξ k)) (incrementLaw m t P) :=
    fun k => ((hm k).integrable_comp hf.aestronglyMeasurable).2 hi
  rw [integral_finsetSum _ fun k _ => hint k]
  simp [hone]

/-- The expected length of the free path with `P` slices is `√(2Pt/(πm))`, and it tends to
infinity with the number of slices. -/
theorem expected_length_diverges (m t x₀ : ℝ) (hm : 0 < m) (ht : 0 < t) :
    (∀ P : ℕ, ∫ ξ, pathLength x₀ ξ ∂(incrementLaw m t P)
      = Real.sqrt (2 * P * t / (π * m))) ∧
    Tendsto (fun P : ℕ => ∫ ξ, pathLength x₀ ξ ∂(incrementLaw m t P)) atTop atTop := by
  have formula : ∀ P : ℕ, ∫ ξ, pathLength x₀ ξ ∂(incrementLaw m t P)
      = Real.sqrt (2 * P * t / (π * m)) := by
    intro P
    have hL : MemLp (fun x : ℝ => |x|) 2 (gaussianReal 0 (t / (m * P)).toNNReal) :=
      (memLp_id_gaussianReal' 2 (by simp)).norm
    simp only [pathLength, bead_step]
    rw [expected_sum m t P (fun x => |x|) continuous_abs (hL.integrable one_le_two),
      gaussian_mean_abs, Real.coe_toNNReal _ (by positivity)]
    rcases Nat.eq_zero_or_pos P with rfl | hP
    · simp
    have hP' : (0 : ℝ) < P := Nat.cast_pos.2 hP
    have hs : 2 * P * t / (π * m) = (P : ℝ) ^ 2 * (2 * (t / (m * P)) / π) := by
      field_simp
    rw [hs, Real.sqrt_mul (sq_nonneg _), Real.sqrt_sq hP'.le]
  refine ⟨formula, ?_⟩
  -- the argument of the square root grows linearly in P
  have hc : 0 < 2 * t / (π * m) := by positivity
  have hlin : Tendsto (fun P : ℕ => 2 * t / (π * m) * (P : ℝ)) atTop atTop :=
    Tendsto.const_mul_atTop hc tendsto_natCast_atTop_atTop
  refine (Real.tendsto_sqrt_atTop.comp hlin).congr fun P => ?_
  rw [formula P, Function.comp_apply]
  congr 1
  ring

/-- The expected sum of squared displacements between successive beads is `t/m` for every positive
number of slices. -/
theorem expected_quadratic_variation (m t x₀ : ℝ) (hm : 0 < m) (ht : 0 < t)
    (P : ℕ) (hP : 0 < P) :
    ∫ ξ, ∑ k : Fin P, (bead x₀ ξ (k.val + 1) - bead x₀ ξ k.val) ^ 2 ∂(incrementLaw m t P)
      = t / m := by
  have hP' : (0 : ℝ) < P := Nat.cast_pos.2 hP
  have hL : MemLp (fun x : ℝ => x) 2 (gaussianReal 0 (t / (m * P)).toNNReal) :=
    memLp_id_gaussianReal' 2 (by simp)
  simp only [bead_step]
  rw [expected_sum m t P (fun x => x ^ 2) (continuous_pow 2) hL.integrable_sq,
    gaussian_mean_sq, Real.coe_toNNReal _ (by positivity)]
  field_simp

/-- The variance of the path length is `(1 - 2/π) t/m` for every positive number of slices. -/
theorem variance_length (m t x₀ : ℝ) (hm : 0 < m) (ht : 0 < t) (P : ℕ) (hP : 0 < P) :
    variance (pathLength x₀) (incrementLaw m t P) = (1 - 2 / π) * (t / m) := by
  have hP' : (0 : ℝ) < P := Nat.cast_pos.2 hP
  have hL : MemLp (fun x : ℝ => |x|) 2 (gaussianReal 0 (t / (m * P)).toNNReal) :=
    (memLp_id_gaussianReal' 2 (by simp)).norm
  have hsum : (pathLength x₀ : (Fin P → ℝ) → ℝ) = ∑ k : Fin P, fun ξ => |ξ k| := by
    funext ξ
    simp only [pathLength, bead_step, Finset.sum_apply]
  -- the variance of the length of a single step
  have hone : variance (fun x : ℝ => |x|) (gaussianReal 0 (t / (m * P)).toNNReal)
      = (1 - 2 / π) * (t / (m * P)) := by
    rw [variance_eq_sub hL]
    simp only [Pi.pow_apply, sq_abs]
    rw [gaussian_mean_sq, gaussian_mean_abs, Real.sq_sqrt (by positivity),
      Real.coe_toNNReal _ (by positivity)]
    ring
  rw [hsum, incrementLaw, variance_sum_pi (fun _ => hL)]
  simp only [hone, Finset.sum_const, Finset.card_univ, Fintype.card_fin, nsmul_eq_mul]
  field_simp

end

end FreePathRoughness
```

```lean
#print axioms FreePathRoughness.expected_length_diverges
#print axioms FreePathRoughness.expected_quadratic_variation
#print axioms FreePathRoughness.variance_length
```

```
'FreePathRoughness.expected_length_diverges' depends on axioms: [propext, Classical.choice, Quot.sound]
'FreePathRoughness.expected_quadratic_variation' depends on axioms: [propext, Classical.choice, Quot.sound]
'FreePathRoughness.variance_length' depends on axioms: [propext, Classical.choice, Quot.sound]
```

## Increments, beads and length

A sample path is a vector `ξ : Fin P → ℝ`, with entries $\xi_0,\dots,\xi_{P-1}$. Its probability law is `incrementLaw m t P`, the product of $P$ copies of one Gaussian measure. The product form is what makes the increments independent. In `gaussianReal 0 v` the first argument is the mean and the second is the variance, not the standard deviation. Mathlib requires the variance to be a nonnegative real number, so the file converts $t/(mP)$ with `toNNReal`; for positive $m$ and $t$ this leaves the value unchanged.

The position of bead $k$ is

$$x_k = x_0 + \sum_{i<k}\xi_i ,$$

which is `bead x₀ ξ k`. There are $P+1$ positions, from $x_0$ to $x_P$, joined by $P$ steps. The length of the path is

$$L = \sum_{k=0}^{P-1}|x_{k+1}-x_k| ,$$

which is `pathLength x₀ ξ`. It is the total distance travelled in space from bead to bead, and the imaginary-time direction contributes nothing to it.

The main theorem, `expected_length_diverges`, takes real numbers $m$, $t$ and $x_0$ with $m>0$ and $t>0$, and has two parts. The first is the identity

$$\mathbb E[L]=\sqrt{\frac{2Pt}{\pi m}}$$

for every natural number $P$. The second, written with `Tendsto … atTop atTop`, says that this expectation eventually exceeds any given bound as $P$ grows. The identity includes $P=0$, where there are no steps and both sides vanish.

Two companion theorems assume $P\ge 1$. `expected_quadratic_variation` states that the expected sum of squared steps is $t/m$, and `variance_length` states that the variance of $L$ is $(1-2/\pi)\,t/m$. Neither value depends on $P$.

## The free propagator behind the Gaussian steps

The Gaussian law stands for the free-particle propagator. With Hamiltonian $p^2/2m$ and a slice of imaginary time $\tau=t/P$, the kernel between positions $x$ and $y$ is

$$\langle y|e^{-\tau p^2/2m}|x\rangle=\sqrt{\frac{m}{2\pi\tau}}\;\exp\!\left(-\frac{m(y-x)^2}{2\tau}\right).$$

As a function of $y$ this is a normalised Gaussian density with mean $x$ and variance $\tau/m=t/(mP)$. Multiplying $P$ such kernels, with $x_0$ held fixed and all later positions free, gives the joint density of the beads. In terms of the differences $x_{k+1}-x_k$ the density factorises, and the factors are those of `incrementLaw`. The file starts from this law and does not derive it from the Hamiltonian.

The free end is part of the model. In a ring polymer the path closes, so its increments must sum to zero and, for $P\ge2$, are no longer independent; the theorems do not treat that case. They also leave out interactions and higher dimensions, and they do not construct a continuum path measure. Each value of $P$ has its own probability space, and the divergence concerns the sequence of expectations.

In path-integral simulation the number of beads is a discretisation parameter, and for this non-interacting, open, one-dimensional path the bead-to-bead length has no finite expected value in the limit of many beads, whereas the expected sum of squared steps is the same at every resolution.

## From one Gaussian step to the mean length

Successive positions differ by a single increment. All terms with $i<k$ occur in both $x_{k+1}$ and $x_k$ and cancel, which leaves

$$x_{k+1}-x_k=\xi_k,\qquad L=\sum_{k=0}^{P-1}|\xi_k| .$$

The starting point has dropped out.

Next comes the mean absolute value of one centred Gaussian $X$ of variance $v>0$. The integrand is even, so

$$\mathbb E|X|=\frac{2}{\sqrt{2\pi v}}\int_0^\infty r\,e^{-r^2/2v}\,dr .$$

An antiderivative of the integrand is $-v\,e^{-r^2/2v}$, so the integral equals $v$, and

$$\mathbb E|X|=\frac{2v}{\sqrt{2\pi v}}=\sqrt{\frac{2v}{\pi}} .$$

For $v=0$ the variable is zero with certainty, and the formula still holds.

Expectation is linear, and every increment has the same law with $v=t/(mP)$. For $P\ge1$,

$$\mathbb E[L]=P\sqrt{\frac{2t}{\pi mP}}=\sqrt{\frac{2Pt}{\pi m}} .$$

Each step shrinks like $P^{-1/2}$, but there are $P$ of them, so the sum grows like $P^{1/2}$. To exceed a bound $A>0$ it is enough to take $P>\pi mA^2/(2t)$, which proves the divergence. Independence has not been used so far: only the law of each single increment enters the mean.

## Squared steps and the spread of the length

Since each increment has mean zero, its second moment is its variance. Hence

$$\mathbb E\sum_{k=0}^{P-1}(x_{k+1}-x_k)^2=P\cdot\frac{t}{mP}=\frac tm .$$

Squaring the steps exactly compensates for their growing number.

For the variance of the length, one step gives

$$\operatorname{Var}|X|=\mathbb E[X^2]-(\mathbb E|X|)^2=v-\frac{2v}{\pi}=\left(1-\frac2\pi\right)v .$$

Here independence is used: it makes the variances of the $|\xi_k|$ add. Therefore

$$\operatorname{Var}(L)=P\left(1-\frac2\pi\right)\frac{t}{mP}=\left(1-\frac2\pi\right)\frac tm .$$

The mean length grows with $P$ while its standard deviation stays fixed.

## The same calculation in Lean

`bead_step` proves the cancellation between neighbouring beads. After the common starting point is removed, the difference of the two sums becomes a single sum, and `Finset.sum_eq_single k` reduces it to the term with index $k$. For any other $i$, the conditions $i<k$ and $i<k+1$ are either both true or both false, so the term is zero.

`gaussian_mean_abs` follows the one-dimensional integral above. The case $v=0$ is settled first. For $v>0$, the step `half` obtains the half-line integral from Mathlib's complex formula

$$\int_0^\infty r\,e^{-br^2}\,dr=\frac1{2b}$$

with $b=1/(2v)$, and returns to the real numbers because the embedding of the reals in the complex numbers is injective. The step `habs` uses evenness to fold the full line onto the half-line, and `hpdf` separates the Gaussian normalisation from the rest of the integrand. To finish, the proof writes $2v/\pi$ as the square of $2v/\sqrt{2\pi v}$ and takes the nonnegative root.

`gaussian_mean_sq` combines two library facts: the variance of a variable with mean zero is its second moment, and the variance of `gaussianReal 0 v` is $v$.

`expected_sum` carries out the reduction from $P$ variables to one. For a continuous function $f$ that is integrable under the step law, it shows

$$\mathbb E\sum_{k=0}^{P-1} f(\xi_k)=P\,\mathbb E f(X),$$

where $X$ has the law of one step. The key is `measurePreserving_eval`: reading off coordinate $k$ of a vector drawn from the product law gives a number drawn from the $k$-th factor. This turns each integral over $\mathbb R^P$ into an integral over $\mathbb R$. It also transfers integrability, which is required for exchanging the integral with the finite sum.

In `expected_length_diverges`, rewriting with `bead_step` turns the length into a sum of $|\xi_k|$, and `expected_sum` is applied with $f(x)=|x|$. The absolute value is integrable because it is square-integrable under a Gaussian, which is the role of `hL`. After the case $P=0$, the identity `hs` writes

$$\frac{2Pt}{\pi m}=P^2\cdot\frac{2}{\pi}\cdot\frac{t}{mP},$$

so that taking the root brings out the factor $P$. For the limit, `hlin` shows that the argument of the square root, a positive constant times $P$, tends to infinity. Composing with the square root, which itself tends to infinity, gives the second part of the theorem.

`expected_quadratic_variation` uses `expected_sum` again, now with $f(x)=x^2$. `variance_length` first writes the length as a sum of functions of separate coordinates. The step `hone` computes the variance of one $|X|$ from its second moment and its mean, and `variance_sum_pi` adds the variances under the product law. The remaining algebra cancels $P$ against the $1/P$ in the step variance.
